# Finite contractions of s-type Gaussians with positive exponents are flat at the nucleus and decay faster than any exponential

Take one Gaussian $g(r)=e^{-ar^2}$ with $a>0$, where $r\ge 0$ is the distance from the nucleus. Its radial derivative is

$$g'(r)=-2ar\,e^{-ar^2},$$

and the factor $r$ makes it vanish at $r=0$, whatever the exponent. A hydrogen-like 1s function $e^{-Zr}$ has slope $-Z$ there. At large distance the quadratic exponent decides: $g(r)\,e^{zr}=e^{-ar^2+zr}$ tends to zero for every real $z$, because $-ar^2$ eventually outweighs $zr$.

Both properties survive finite summation. Let

$$f(r)=\sum_{i\in s}c_i\,e^{-a_i r^2},$$

with $s$ a finite index set, $c_i$ real coefficients and $a_i$ real exponents. Then:

- The slope at the nucleus is $f'(0)=0$.
- For $Z\neq 0$, the cusp condition $f'(0)=-Z f(0)$ holds exactly when $f(0)=0$.
- If all $a_i>0$, then $f(r)\,e^{zr}\to 0$ as $r\to\infty$ for every real $z$.

## Cusps and tails in electronic-structure codes

The cusp condition stands for the cancellation of a Coulomb singularity. In atomic units, the one-electron Hamiltonian with a nucleus of charge $Z$ acts on an s-type function as

$$-\tfrac12 f''(r)-\frac{f'(r)}{r}-\frac{Z f(r)}{r}.$$

The terms of order $1/r$ near the nucleus combine to $-(f'(0)+Zf(0))/r$, and they cancel when $f'(0)=-Zf(0)$.

For a single-centre s orbital built from finitely many Gaussians, the result says that this cancellation fails whenever the orbital is nonzero at the nucleus. If such an orbital is nonzero at the nucleus, its local energy in the bare Coulomb potential, as evaluated in quantum Monte Carlo, therefore diverges as $1/r$ there. The divergence can be removed by modifying the orbital near the nucleus or by multiplying the wavefunction by a factor that supplies the missing cusp. Adding finitely many more s-type Gaussians on the same centre restores the cancellation only if the enlarged sum vanishes at the nucleus, since that sum is again a finite contraction. Even then the local energy isn't finite there: it divides by the orbital, and for a sum that vanishes at the nucleus without being zero everywhere it diverges as $1/r^2$.

The tail matters for quantities that sample large distances. A finite single-centre s-type contraction with positive exponents eventually falls, in magnitude, below any chosen positive multiple of any exponential $e^{-\zeta r}$, so it can't reproduce an exponential tail all the way out, although it may follow one closely over a finite range.

The zero slope also gives a simple check for a routine that tabulates contractions of s-type Gaussians and their radial derivatives: the derivative at $r=0$ should be zero up to rounding.

## From one primitive to the whole contraction

**Slope at the nucleus.** Differentiating term by term gives

$$f'(r)=\sum_{i\in s}c_i\,(-2a_i r)\,e^{-a_i r^2}.$$

At $r=0$ every term is zero, so $f'(0)=0$. The signs of the exponents play no part.

**Cusp condition.** Suppose that $f'(0)=-Zf(0)$ with $Z\ne0$. The left side is zero, so $Zf(0)=0$ and hence $f(0)=0$. Conversely, if $f(0)=0$, both sides of the cusp condition are zero. Since $f(0)=\sum_{i\in s} c_i$, the condition amounts to the coefficients summing to zero.

**Tail of one primitive.** Let $\alpha>0$ and let $z$ be real. Completing the square gives

$$\frac{(z+1)^2}{4\alpha}-(z+1)r+\alpha r^2=\frac{\bigl(2\alpha r-(z+1)\bigr)^2}{4\alpha}\ge 0.$$

Rearranged, this is

$$-\alpha r^2+zr\le\frac{(z+1)^2}{4\alpha}-r.$$

Exponentiating both sides yields

$$0\le e^{-\alpha r^2}e^{zr}\le e^{(z+1)^2/(4\alpha)}\,e^{-r}.$$

The right side is a constant times $e^{-r}$ and tends to zero, so the middle expression does too.

**Tail of the sum.** Multiply the contraction by the exponential:

$$f(r)\,e^{zr}=\sum_{i\in s}c_i\,e^{-a_i r^2}e^{zr}.$$

Each of the finitely many terms tends to zero, and so does the sum.

**Comparison with a decaying exponential.** Choose $\varepsilon>0$ and set $z=\zeta$. From some radius onwards $|f(r)|\,e^{\zeta r}<\varepsilon$. Multiplying by $e^{-\zeta r}$ gives $|f(r)|<\varepsilon e^{-\zeta r}$.

**Comparison with a Slater function.** Let $S(r)=A e^{-\zeta r}$. Its slope at zero is $-\zeta A=-\zeta S(0)$, so it satisfies the cusp condition for $Z=\zeta$. Suppose that a contraction agreed with $S$ on an interval $0\le r<\delta$ with $\delta>0$. The two functions would then have the same one-sided slope at zero, which gives $0=-\zeta A$. That is impossible when $A$ and $\zeta$ are both nonzero.

**A nonzero contraction that meets the condition.** Consider $f(r)=e^{-r^2}-e^{-2r^2}$. Its value at the nucleus is $1-1=0$, so it satisfies the cusp condition for every $Z\ne0$. For $r>0$ we have $-r^2>-2r^2$, hence $f(r)>0$. The condition thus forces a zero at the nucleus without forcing the whole function to vanish. In terms of normalised primitives $(2a/\pi)^{3/4}e^{-ar^2}$, the two coefficients of this example are $(\pi/2)^{3/4}$ and $-(\pi/4)^{3/4}$.

## The Lean file

```lean
import Mathlib

open Filter Topology

namespace GaussianCuspAndTail

noncomputable section

variable {ι : Type*}

/-- A finite contraction of s-type Gaussians with coefficients `c i` and exponents `a i`,
as a function of the distance `r` from the nucleus. -/
def contraction (s : Finset ι) (c a : ι → ℝ) (r : ℝ) : ℝ :=
  ∑ i ∈ s, c i * Real.exp (-a i * r ^ 2)

/-- A Slater function with amplitude `A` and exponent `ζ`. -/
def slater (A ζ r : ℝ) : ℝ := A * Real.exp (-ζ * r)

/-- The nuclear cusp condition for charge `Z`: the slope of the radial function at the nucleus,
taken from `r ≥ 0`, is `-Z` times its value there. -/
def CuspCondition (Z : ℝ) (f : ℝ → ℝ) : Prop :=
  HasDerivWithinAt f (-Z * f 0) (Set.Ici 0) 0

/-- The radial derivative of a Gaussian contraction, term by term. -/
theorem contraction_hasDerivAt (s : Finset ι) (c a : ι → ℝ) (r : ℝ) :
    HasDerivAt (contraction s c a)
      (∑ i ∈ s, c i * (-(2 * a i * r) * Real.exp (-a i * r ^ 2))) r := by
  show HasDerivAt (fun x : ℝ => ∑ i ∈ s, c i * Real.exp (-a i * x ^ 2)) _ r
  refine HasDerivAt.fun_sum fun i _ => ?_
  have h : HasDerivAt (fun x : ℝ => -a i * x ^ 2) (-a i * (2 * r)) r := by
    simpa using (hasDerivAt_pow 2 r).const_mul (-a i)
  exact (h.exp.const_mul (c i)).congr_deriv (by ring)

/-- Every Gaussian contraction has zero slope at the nucleus. -/
theorem contraction_flat_at_nucleus (s : Finset ι) (c a : ι → ℝ) :
    HasDerivAt (contraction s c a) 0 0 :=
  (contraction_hasDerivAt s c a 0).congr_deriv (by simp)

/-- For nonzero nuclear charge, a Gaussian contraction satisfies the cusp condition exactly when
it vanishes at the nucleus. -/
theorem cusp_iff_zero_at_nucleus (s : Finset ι) (c a : ι → ℝ) {Z : ℝ} (hZ : Z ≠ 0) :
    CuspCondition Z (contraction s c a) ↔ contraction s c a 0 = 0 := by
  have h0 : HasDerivWithinAt (contraction s c a) 0 (Set.Ici 0) 0 :=
    (contraction_flat_at_nucleus s c a).hasDerivWithinAt
  constructor
  · intro h
    -- the one-sided slope is unique, so the two values of it agree
    have e : (0 : ℝ) = -Z * contraction s c a 0 :=
      UniqueDiffWithinAt.eq_deriv _ (uniqueDiffWithinAt_Ici 0) h0 h
    exact (mul_eq_zero.mp e.symm).resolve_left (neg_ne_zero.mpr hZ)
  · intro h
    unfold CuspCondition
    rw [h, mul_zero]
    exact h0

/-- A single Gaussian with positive exponent, multiplied by any exponential `exp (z r)`, tends to
zero at large distance. -/
theorem gaussian_tail {α : ℝ} (hα : 0 < α) (z : ℝ) :
    Tendsto (fun r : ℝ => Real.exp (-α * r ^ 2) * Real.exp (z * r)) atTop (𝓝 0) := by
  have hb := Real.tendsto_exp_neg_atTop_nhds_zero.const_mul (Real.exp ((z + 1) ^ 2 / (4 * α)))
  rw [mul_zero] at hb
  refine squeeze_zero (fun r => by positivity) (fun r => ?_) hb
  rw [← Real.exp_add, ← Real.exp_add]
  apply Real.exp_le_exp.mpr
  -- complete the square in the exponent
  have key : (z + 1) ^ 2 / (4 * α) - (z + 1) * r + α * r ^ 2
      = (2 * α * r - (z + 1)) ^ 2 / (4 * α) := by
    field_simp
    ring
  have hpos : 0 ≤ (2 * α * r - (z + 1)) ^ 2 / (4 * α) := by positivity
  linarith

/-- The two defects of a Gaussian basis with positive exponents: for nonzero nuclear charge a
contraction satisfies the cusp condition only if it vanishes at the nucleus, and at large distance
its product with any exponential `exp (z r)` tends to zero. -/
theorem gaussian_contraction_defects (s : Finset ι) (c a : ι → ℝ) (ha : ∀ i ∈ s, 0 < a i) :
    (∀ Z : ℝ, Z ≠ 0 → CuspCondition Z (contraction s c a) → contraction s c a 0 = 0) ∧
    ∀ z : ℝ, Tendsto (fun r => contraction s c a r * Real.exp (z * r)) atTop (𝓝 0) := by
  refine ⟨fun Z hZ h => (cusp_iff_zero_at_nucleus s c a hZ).mp h, fun z => ?_⟩
  -- a finite sum of vanishing tails vanishes
  have h := tendsto_finsetSum s (fun i hi => (gaussian_tail (ha i hi) z).const_mul (c i))
  simp only [mul_zero, Finset.sum_const_zero] at h
  refine h.congr fun r => ?_
  simp only [contraction, Finset.sum_mul, mul_assoc]

/-- At sufficiently large distance a Gaussian contraction with positive exponents is smaller in
magnitude than any given positive multiple `ε` of the exponential `exp (-ζ r)`. -/
theorem contraction_below_exponential (s : Finset ι) (c a : ι → ℝ) (ha : ∀ i ∈ s, 0 < a i)
    (ζ : ℝ) {ε : ℝ} (hε : 0 < ε) :
    ∀ᶠ r in atTop, |contraction s c a r| < ε * Real.exp (-ζ * r) := by
  have h := (gaussian_contraction_defects s c a ha).2 ζ
  refine (Metric.tendsto_nhds.mp h ε hε).mono fun r hr => ?_
  rw [Real.dist_eq, sub_zero, abs_mul, abs_of_pos (Real.exp_pos _)] at hr
  have e : Real.exp (ζ * r) * Real.exp (-ζ * r) = 1 := by
    rw [← Real.exp_add]
    simp
  calc |contraction s c a r|
      = |contraction s c a r| * Real.exp (ζ * r) * Real.exp (-ζ * r) := by
        rw [mul_assoc, e, mul_one]
    _ < ε * Real.exp (-ζ * r) := mul_lt_mul_of_pos_right hr (Real.exp_pos _)

/-- A Slater function with exponent `ζ` satisfies the cusp condition for nuclear charge `ζ`. -/
theorem slater_cusp (A ζ : ℝ) : CuspCondition ζ (slater A ζ) := by
  have h : HasDerivAt (fun x : ℝ => -ζ * x) (-ζ) 0 :=
    ((hasDerivAt_id (0 : ℝ)).const_mul (-ζ)).congr_deriv (mul_one _)
  have h2 : HasDerivAt (slater A ζ) (-ζ * slater A ζ 0) 0 :=
    (h.exp.const_mul A).congr_deriv (by simp only [slater]; ring)
  exact h2.hasDerivWithinAt

/-- No Gaussian contraction coincides with a nonzero Slater function of nonzero exponent on an
interval `0 ≤ r < δ` around the nucleus, however short. -/
theorem contraction_ne_slater_near_nucleus (s : Finset ι) (c a : ι → ℝ) {A ζ δ : ℝ}
    (hA : A ≠ 0) (hζ : ζ ≠ 0) (hδ : 0 < δ) :
    ¬ ∀ r ∈ Set.Ico 0 δ, contraction s c a r = slater A ζ r := by
  intro heq
  have h2 : HasDerivWithinAt (slater A ζ) (-ζ * slater A ζ 0) (Set.Ici 0) 0 := slater_cusp A ζ
  have hsub : Set.Ico 0 δ ⊆ Set.Ici 0 := fun x hx => hx.1
  have h3 := (h2.mono hsub).congr heq (heq 0 ⟨le_rfl, hδ⟩)
  -- equal functions would have equal slopes at the nucleus
  have e : (0 : ℝ) = -ζ * slater A ζ 0 :=
    UniqueDiffWithinAt.eq_deriv _ (uniqueDiffOn_Ico 0 δ 0 ⟨le_rfl, hδ⟩)
      (contraction_flat_at_nucleus s c a).hasDerivWithinAt h3
  have hs : slater A ζ 0 = A := by simp [slater]
  rw [hs] at e
  exact mul_ne_zero (neg_ne_zero.mpr hζ) hA e.symm

/-- The contraction `exp (-r²) - exp (-2r²)` satisfies the cusp condition for every nonzero
nuclear charge and is positive at every `r > 0`. -/
theorem cusp_condition_witness :
    (∀ Z : ℝ, Z ≠ 0 → CuspCondition Z (contraction Finset.univ ![1, -1] ![1, 2])) ∧
    ∀ r : ℝ, 0 < r → 0 < contraction Finset.univ ![1, -1] ![1, 2] r := by
  have hf : ∀ r : ℝ, contraction Finset.univ ![1, -1] ![1, 2] r
      = Real.exp (-1 * r ^ 2) - Real.exp (-2 * r ^ 2) := by
    intro r
    simp only [contraction, Fin.sum_univ_two, Matrix.cons_val_zero, Matrix.cons_val_one]
    ring
  refine ⟨fun Z hZ => (cusp_iff_zero_at_nucleus _ _ _ hZ).mpr ?_, fun r hr => ?_⟩
  · rw [hf]
    simp
  · rw [hf]
    have hr2 : 0 < r ^ 2 := by positivity
    exact sub_pos.mpr (Real.exp_lt_exp.mpr (by linarith))

end

end GaussianCuspAndTail
```

```lean
#print axioms GaussianCuspAndTail.contraction_below_exponential
-- 'GaussianCuspAndTail.contraction_below_exponential' depends on axioms: [propext, Classical.choice, Quot.sound]
#print axioms GaussianCuspAndTail.contraction_ne_slater_near_nucleus
-- 'GaussianCuspAndTail.contraction_ne_slater_near_nucleus' depends on axioms: [propext, Classical.choice, Quot.sound]
```

## What the definitions and theorems say

`contraction s c a r` is the sum $f(r)$ above. The finite set `s` selects the primitives from an arbitrary index type `ι`, while `c` and `a` supply coefficients and exponents. An empty set is allowed and gives the zero function. The primitives are unnormalised, so a code that stores coefficients $d_i$ for normalised s-type primitives should set $c_i=d_i(2a_i/\pi)^{3/4}$. An overall normalisation of $f$ affects neither the cusp condition nor the limit.

`CuspCondition Z f` says that `f` has derivative $-Zf(0)$ at zero, approached from within `Set.Ici 0`, the half-line $[0,\infty)$. The Lean functions accept every real argument, but only $r\ge0$ is a radius, and the one-sided derivative respects this. The condition is a definition here; the file doesn't derive it from the Schrödinger equation.

`cusp_iff_zero_at_nucleus` gives the equivalence for `Z ≠ 0` and places no restriction on the exponents. `gaussian_contraction_defects` assumes `0 < a i` for each `i` in `s` and joins two statements: the cusp condition with nonzero charge implies a zero at the nucleus, and the product with $e^{zr}$ tends to zero for every real $z$. In the second, `atTop` means $r\to\infty$ and `𝓝 0` means convergence to zero.

In `contraction_below_exponential`, the quantifier `∀ᶠ r in atTop` reads "for all sufficiently large $r$". The radius at which the inequality starts may depend on the contraction, on $\zeta$ and on $\varepsilon$.

## How the Lean proofs follow the calculation

`contraction_hasDerivAt` is the term-by-term derivative. `HasDerivAt.fun_sum` reduces it to one primitive, and `h.exp` applies the chain rule to the exponential. Setting $r=0$ in the result gives `contraction_flat_at_nucleus`.

For the cusp equivalence, the two-sided derivative is first restricted to $[0,\infty)$. `UniqueDiffWithinAt.eq_deriv` then equates the two values of the one-sided slope, $0$ and $-Zf(0)$, and the hypothesis $Z\ne0$ leaves $f(0)=0$. The converse substitutes $f(0)=0$ into the definition.

In `gaussian_tail`, `hb` states that the upper bound tends to zero, and `squeeze_zero` carries out the squeeze. The identity `key` is the completed square, `hpos` records that it is nonnegative, and `linarith` rearranges the two into the inequality between exponents. `gaussian_contraction_defects` extends the limit to the contraction with `tendsto_finsetSum`.

`contraction_below_exponential` unpacks this limit with tolerance $\varepsilon$ and multiplies by $e^{-\zeta r}$. `slater_cusp` differentiates the Slater function by the chain rule. `contraction_ne_slater_near_nucleus` restricts that derivative to $[0,\delta)$, transfers it to the contraction through the assumed equality, and uses uniqueness of the slope to reach the contradiction. `cusp_condition_witness` writes out the two-term sum, evaluates it at zero and compares the exponents for $r>0$.

## Other centres, higher angular momentum and finite accuracy

The theorems concern one radial function about one nucleus. In a molecule, Gaussians centred on other atoms also contribute to an orbital near this nucleus, and they aren't part of `contraction`. Nor are primitives with angular factors or extra powers of $r$. The cusp condition treated here is the electron–nucleus one for a point charge; electron–electron cusps and nuclei of finite size are separate matters.

The results describe exact behaviour at a point and in a limit, and they put no number on the error of a basis set. They don't bound an energy error or supply a cutoff radius for screening. They are also compatible with a sequence of ever larger contractions approximating a Slater function well in an integrated sense, since each member of the sequence can be flat at the nucleus while the region in which it is visibly flat shrinks.

All quantities are real numbers in exact arithmetic. In floating point, a contraction whose coefficients should sum to zero may keep a small nonzero value at the nucleus, and its tail will eventually underflow to zero.
